# The angle $\arccos|\langle u,v\rangle|$ between pure quantum states obeys the triangle inequality

Adding up the infidelities $1-|\langle u,v\rangle|^2$ of successive steps can underestimate how far a quantum state has moved: two steps that each lose 1 % of squared overlap can together lose almost 4 %. The angles $\arccos|\langle u,v\rangle|$ do add up to a valid bound, for unit vectors in any complex inner-product space.

```lean
import Mathlib

open Real

namespace FubiniStudy

noncomputable section

variable {E : Type*} [NormedAddCommGroup E] [InnerProductSpace ℂ E]

/-- The Fubini-Study angle of two state vectors (meant for unit vectors): the arccosine of the
modulus of their overlap. -/
def fsAngle (u v : E) : ℝ := Real.arccos ‖inner ℂ u v‖

/-- What remains of `u` after subtracting `⟨v,u⟩ v`; for a unit vector `v` this is the part of
`u` orthogonal to `v`. -/
def perp (v u : E) : E := u - (inner ℂ v u : ℂ) • v

/-- The curve `cos t · u + sin t · e` in the plane of two state vectors. -/
def geodesic (u e : E) (t : ℝ) : E := (Real.cos t : ℂ) • u + (Real.sin t : ℂ) • e

/-- The Fubini-Study angle does not depend on the order of the two states. -/
theorem fsAngle_comm (u v : E) : fsAngle u v = fsAngle v u := by
  unfold fsAngle
  rw [norm_inner_symm]

/-- For unit vectors, the cosine of the Fubini-Study angle is the modulus of the overlap. -/
theorem cos_fsAngle {u v : E} (hu : ‖u‖ = 1) (hv : ‖v‖ = 1) :
    Real.cos (fsAngle u v) = ‖inner ℂ u v‖ := by
  have h := norm_inner_le_norm (𝕜 := ℂ) u v
  rw [hu, hv, mul_one] at h
  exact Real.cos_arccos (by linarith [norm_nonneg (inner ℂ u v)]) h

/-- For a unit vector `v`, the parts of `u` and `w` orthogonal to `v` have the inner product
`⟨u,w⟩ - ⟨u,v⟩⟨v,w⟩`. -/
theorem inner_perp {v : E} (hv : ‖v‖ = 1) (u w : E) :
    inner ℂ (perp v u) (perp v w) = inner ℂ u w - inner ℂ u v * inner ℂ v w := by
  have hvv : inner ℂ v v = (1 : ℂ) := by
    rw [inner_self_eq_norm_sq_to_K, hv]; simp
  simp only [perp, inner_sub_left, inner_sub_right, inner_smul_left, inner_smul_right,
    inner_conj_symm, hvv]
  ring

/-- For unit vectors, the sine of the Fubini-Study angle is the length of the part of `u`
orthogonal to `v`. -/
theorem norm_perp {u v : E} (hu : ‖u‖ = 1) (hv : ‖v‖ = 1) :
    ‖perp v u‖ = Real.sin (fsAngle u v) := by
  have hprod : inner ℂ u v * inner ℂ v u = ((‖inner ℂ u v‖ ^ 2 : ℝ) : ℂ) := by
    rw [← inner_conj_symm v u, Complex.mul_conj, Complex.normSq_eq_norm_sq]
  have h := congrArg Complex.re (inner_perp hv u u)
  have h1 : (inner ℂ (perp v u) (perp v u)).re = ‖perp v u‖ ^ 2 :=
    inner_self_eq_norm_sq (𝕜 := ℂ) _
  have h2 : (inner ℂ u u).re = ‖u‖ ^ 2 := inner_self_eq_norm_sq (𝕜 := ℂ) _
  rw [hprod, Complex.sub_re, Complex.ofReal_re, h1, h2, hu, one_pow] at h
  rw [fsAngle, Real.sin_arccos, ← h, Real.sqrt_sq (norm_nonneg _)]

/-- **Fubini-Study triangle inequality.** For unit vectors `u`, `v`, `w`, the angle between `u`
and `w` is at most the angle between `u` and `v` plus the angle between `v` and `w`. -/
theorem fsAngle_triangle {u v w : E} (hu : ‖u‖ = 1) (hv : ‖v‖ = 1) (hw : ‖w‖ = 1) :
    fsAngle u w ≤ fsAngle u v + fsAngle v w := by
  -- Cauchy-Schwarz for the parts orthogonal to the intermediate state
  have key : Real.cos (fsAngle u v + fsAngle v w) ≤ ‖inner ℂ u w‖ := by
    rw [Real.cos_add, cos_fsAngle hu hv, cos_fsAngle hv hw, ← norm_perp hu hv,
      fsAngle_comm v w, ← norm_perp hw hv]
    have h1 := norm_inner_le_norm (𝕜 := ℂ) (perp v u) (perp v w)
    rw [inner_perp hv] at h1
    have h2 := norm_sub_norm_le (inner ℂ u v * inner ℂ v w) (inner ℂ u w)
    rw [norm_mul, norm_sub_rev] at h2
    linarith
  -- both angles lie between 0 and π/2, so their sum is in the range of arccos
  have a0 : 0 ≤ fsAngle u v := Real.arccos_nonneg _
  have b0 : 0 ≤ fsAngle v w := Real.arccos_nonneg _
  have a1 : fsAngle u v ≤ π / 2 := Real.arccos_le_pi_div_two.2 (norm_nonneg _)
  have b1 : fsAngle v w ≤ π / 2 := Real.arccos_le_pi_div_two.2 (norm_nonneg _)
  calc fsAngle u w ≤ Real.arccos (Real.cos (fsAngle u v + fsAngle v w)) :=
        Real.antitone_arccos key
    _ = fsAngle u v + fsAngle v w := Real.arccos_cos (by linarith) (by linarith)

/-- Two unit vectors have Fubini-Study angle zero exactly when one is a phase multiple of the
other. -/
theorem fsAngle_eq_zero_iff {u v : E} (hu : ‖u‖ = 1) (hv : ‖v‖ = 1) :
    fsAngle u v = 0 ↔ ∃ c : ℂ, ‖c‖ = 1 ∧ v = c • u := by
  constructor
  · intro h
    refine ⟨inner ℂ u v, ?_, ?_⟩
    · rw [← cos_fsAngle hu hv, h, Real.cos_zero]
    · -- the part of `v` orthogonal to `u` has length sin 0 = 0
      have hp := norm_perp hv hu
      rw [fsAngle_comm, h, Real.sin_zero, norm_eq_zero] at hp
      exact sub_eq_zero.1 hp
  · rintro ⟨c, hc, rfl⟩
    have huu : inner ℂ u u = (1 : ℂ) := by
      rw [inner_self_eq_norm_sq_to_K, hu]; simp
    rw [fsAngle, inner_smul_right, huu, mul_one, hc, Real.arccos_one]

/-- Along a sequence of unit vectors, the Fubini-Study angle between the first and the last
state is at most the sum of the angles of the single steps. -/
theorem fsAngle_le_sum_steps (ψ : ℕ → E) (hψ : ∀ k, ‖ψ k‖ = 1) (n : ℕ) :
    fsAngle (ψ 0) (ψ n) ≤ ∑ k ∈ Finset.range n, fsAngle (ψ k) (ψ (k + 1)) := by
  induction n with
  | zero =>
    have h : fsAngle (ψ 0) (ψ 0) = 0 :=
      (fsAngle_eq_zero_iff (hψ 0) (hψ 0)).2 ⟨1, norm_one, (one_smul ℂ _).symm⟩
    rw [h, Finset.sum_range_zero]
  | succ n ih =>
    rw [Finset.sum_range_succ]
    linarith [fsAngle_triangle (hψ 0) (hψ n) (hψ (n + 1))]

/-- For orthonormal `u` and `e`, two states on the curve `cos t · u + sin t · e` have as overlap
the cosine of their parameter difference. -/
theorem inner_geodesic {u e : E} (hu : ‖u‖ = 1) (he : ‖e‖ = 1) (hue : inner ℂ u e = 0)
    (s t : ℝ) :
    inner ℂ (geodesic u e s) (geodesic u e t) = ((Real.cos (s - t) : ℝ) : ℂ) := by
  have huu : inner ℂ u u = (1 : ℂ) := by
    rw [inner_self_eq_norm_sq_to_K, hu]; simp
  have hee : inner ℂ e e = (1 : ℂ) := by
    rw [inner_self_eq_norm_sq_to_K, he]; simp
  have heu : inner ℂ e u = (0 : ℂ) := by
    rw [← inner_conj_symm, hue, map_zero]
  simp only [geodesic, inner_add_left, inner_add_right, inner_smul_left, inner_smul_right,
    Complex.conj_ofReal, huu, hee, hue, heu]
  rw [Real.cos_sub]
  push_cast
  ring

/-- For orthonormal `u` and `e`, every state on the curve `cos t · u + sin t · e` is a unit
vector. -/
theorem norm_geodesic {u e : E} (hu : ‖u‖ = 1) (he : ‖e‖ = 1) (hue : inner ℂ u e = 0)
    (t : ℝ) : ‖geodesic u e t‖ = 1 := by
  have h : ‖geodesic u e t‖ ^ 2 = 1 := by
    rw [← inner_self_eq_norm_sq (𝕜 := ℂ), inner_geodesic hu he hue]
    simp
  exact (pow_eq_one_iff_of_nonneg (norm_nonneg _) two_ne_zero).1 h

/-- The triangle inequality is sharp: for orthonormal `u` and `e`, three states on the curve
`cos t · u + sin t · e` at ordered parameters spanning at most `π/2` have angles that add up
exactly. -/
theorem fsAngle_geodesic_add {u e : E} (hu : ‖u‖ = 1) (he : ‖e‖ = 1)
    (hue : inner ℂ u e = 0) {r s t : ℝ} (hrs : r ≤ s) (hst : s ≤ t) (hrt : t - r ≤ π / 2) :
    fsAngle (geodesic u e r) (geodesic u e t) =
      fsAngle (geodesic u e r) (geodesic u e s) + fsAngle (geodesic u e s) (geodesic u e t) := by
  -- for ordered parameters at most π/2 apart, the angle is the parameter difference
  have h : ∀ a b : ℝ, a ≤ b → b - a ≤ π / 2 →
      fsAngle (geodesic u e a) (geodesic u e b) = b - a := by
    intro a b hab hd
    have hc : 0 ≤ Real.cos (b - a) :=
      Real.cos_nonneg_of_neg_pi_div_two_le_of_le (by linarith [Real.pi_pos]) hd
    have hsymm : Real.cos (a - b) = Real.cos (b - a) := by
      rw [← Real.cos_neg, neg_sub]
    rw [fsAngle, inner_geodesic hu he hue, Complex.norm_real, Real.norm_eq_abs, hsymm,
      abs_of_nonneg hc, Real.arccos_cos (by linarith) (by linarith [Real.pi_pos])]
  rw [h r t (by linarith) hrt, h r s hrs (by linarith), h s t hst (by linarith)]
  ring

end

end FubiniStudy
```

```lean
#print axioms FubiniStudy.fsAngle_triangle
#print axioms FubiniStudy.fsAngle_le_sum_steps
#print axioms FubiniStudy.norm_geodesic
#print axioms FubiniStudy.fsAngle_geodesic_add
```

```
'FubiniStudy.fsAngle_triangle' depends on axioms: [propext, Classical.choice, Quot.sound]
'FubiniStudy.fsAngle_le_sum_steps' depends on axioms: [propext, Classical.choice, Quot.sound]
'FubiniStudy.norm_geodesic' depends on axioms: [propext, Classical.choice, Quot.sound]
'FubiniStudy.fsAngle_geodesic_add' depends on axioms: [propext, Classical.choice, Quot.sound]
```

## States, overlaps and angles in the Lean statements

A pure state is represented by a vector of norm 1 in `E`, a complex inner-product space of finite or infinite dimension that need not be complete. The expression `inner ℂ u v` is $\langle u,v\rangle$, conjugate-linear in the first slot as in bra-ket notation. The angle `fsAngle u v` is the arccosine of its modulus, so it lies between $0$ and $\pi/2$. For a qubit it is half the angle between the Bloch vectors.

The main theorem, `fsAngle_triangle`, says that for unit vectors $u,v,w$

$$\arccos|\langle u,w\rangle|\le\arccos|\langle u,v\rangle|+\arccos|\langle v,w\rangle| .$$

By `fsAngle_eq_zero_iff`, the angle is zero exactly when $v=cu$ for a complex number $c$ with $|c|=1$. A global phase is therefore the only difference between vectors that the angle ignores.

The name Fubini–Study usually denotes a Riemannian metric on the space of rays. The theorems concern the associated distance, in the normalisation that puts orthogonal states $\pi/2$ apart, written for representative vectors, and construct no metric tensor. Likewise, `geodesic` is simply the name of an explicit curve; it is proved that angles along it add, for orthonormal vectors and a parameter span of at most $\pi/2$.

The theorems cover pure states only. Mixed states need a more general definition of the angle.

## Cauchy–Schwarz for what the middle state leaves over

Write $a$ for the angle between $u$ and $v$, and $b$ for the angle between $v$ and $w$. Remove from $u$ and $w$ their components along $v$:

$$u_\perp=u-\langle v,u\rangle v,\qquad w_\perp=w-\langle v,w\rangle v .$$

In Lean these are `perp v u` and `perp v w`, with the removed direction as first argument. Since $\langle v,v\rangle=1$ and $\overline{\langle v,u\rangle}=\langle u,v\rangle$,

$$\begin{aligned}\langle u_\perp,w_\perp\rangle&=\langle u,w\rangle-\langle v,w\rangle\langle u,v\rangle-\langle u,v\rangle\langle v,w\rangle+\langle u,v\rangle\langle v,w\rangle\\&=\langle u,w\rangle-\langle u,v\rangle\langle v,w\rangle .\end{aligned}$$

This is `inner_perp`. Setting $w=u$ gives $\|u_\perp\|^2=1-|\langle u,v\rangle|^2=1-\cos^2a$. As $\sin a\ge0$, it follows that $\|u_\perp\|=\sin a$, which is `norm_perp`; in the same way $\|w_\perp\|=\sin b$. The lemma `cos_fsAngle` supplies $\cos a=|\langle u,v\rangle|$, using Cauchy–Schwarz to keep the overlap at most 1.

Cauchy–Schwarz for the two remainders now reads

$$|\langle u,w\rangle-\langle u,v\rangle\langle v,w\rangle|\le\sin a\,\sin b .$$

The left side is at least $\cos a\cos b-|\langle u,w\rangle|$, by the reverse triangle inequality for complex numbers. Hence

$$\cos(a+b)=\cos a\cos b-\sin a\sin b\le|\langle u,w\rangle| .$$

This is the intermediate claim `key`, in which `h1` is the Cauchy–Schwarz bound, `h2` the reverse triangle inequality, and `linarith` combines them. Because $a+b$ lies in $[0,\pi]$ and arccosine is decreasing, the triangle inequality follows.

For zero angle, exchange the roles of the vectors: $v-\langle u,v\rangle u$ has length $\sin0=0$, so $v=\langle u,v\rangle u$, and the coefficient has modulus $\cos0=1$. Conversely, if $v=cu$ with $|c|=1$, then $|\langle u,cu\rangle|=|c|=1$, whose arccosine is zero.

## An arccosine defined on the whole real line

The last step of the triangle inequality uses `Real.antitone_arccos`. Mathlib's `Real.arccos` accepts every real number and is constant on each side of $[-1,1]$, so it is decreasing in the weak sense everywhere. The lemma can therefore be applied to `key` without first checking that either side lies in $[-1,1]$.

A range condition enters this last step when $\arccos(\cos(a+b))$ is replaced by $a+b$. There `Real.arccos_cos` asks for $0\le a+b$ and $a+b\le\pi$, and the bounds `a0`, `b0`, `a1` and `b1` provide both.

## Many steps, and a curve where equality holds

For a sequence of unit vectors $\psi_0,\psi_1,\ldots$, `fsAngle_le_sum_steps` bounds the angle between $\psi_0$ and $\psi_n$ by the sum of the angles between $\psi_k$ and $\psi_{k+1}$, for $k=0,\ldots,n-1$. The proof is by induction: at $n=0$ both sides vanish, and each further state costs one triangle inequality.

The bound can be attained. For orthonormal $u$ and $e$, let $g(t)=\cos t\,u+\sin t\,e$. Then

$$\langle g(s),g(t)\rangle=\cos s\cos t+\sin s\sin t=\cos(s-t),$$

and $s=t$ shows that $g(t)$ has norm 1. If $0\le t-s\le\pi/2$, the cosine is nonnegative and the angle is $t-s$. For $r\le s\le t$ with $t-r\le\pi/2$, equality is then just $t-r=(s-r)+(t-s)$. With no limit on the span it can fail: parameters $0,\pi/2,\pi$ give end states that differ by a sign, hence angle $0$, while the two steps sum to $\pi$.

## Error accumulation in time propagation

Suppose exact unitary steps $U_1,\ldots,U_n$ are approximated by unitary steps $V_1,\ldots,V_n$, starting from a normalised state $\varphi_0$. Let $\varphi_k=V_k\cdots V_1\varphi_0$ and

$$\psi_k=U_n\cdots U_{k+1}\varphi_k .$$

Then $\psi_0$ is the exact final state and $\psi_n$ the approximate one. Unitary steps preserve overlaps, so the angle between $\psi_{k-1}$ and $\psi_k$ equals the angle between $U_k\varphi_{k-1}$ and $V_k\varphi_{k-1}$, the error of step $k$ alone. The bound for sequences adds these errors.

With ten steps, each of squared overlap $0.9999$, every angle is about $0.01$. The total is at most about $0.1$, and the final squared overlap is at least $\cos^2 0.1\approx0.990$. Adding the ten infidelities would have suggested $0.999$. In simulations of pure states, the bound is informative as long as the summed angle stays below $\pi/2$.
